# Scaling law for the configuration integral of inverse-power particles in a box

Let N ≥ 1 classical particles in d ≥ 1 dimensions have a measurable potential energy U ≥ 0 that satisfies, for a fixed real number n, U(s x) = s^(−n) U(x) for every s > 0 and every configuration x ≠ 0. Write β = 1/(k_B T) for the inverse temperature and Z(L, β) for the integral of exp(−β U) over all configurations in the box [0, L]^d, which has side L and one corner at the origin. Then, for all positive L, β and s, Z(L, β) is positive and

Z(s L, s^n β) = s^(dN) Z(L, β).

Multiplying the side of the box by s and dividing the temperature by s^n therefore changes Z only by the ratio of the configuration-space volumes. In classical simulations of purely inverse-power particles in a hard-walled box, this relates results at one state point to those along a whole curve of state points at fixed N.

```lean
import Mathlib

open MeasureTheory
open scoped Pointwise

namespace SoftSphereScaling

noncomputable section
```

## Configurations and the box

A configuration x lists the dN Cartesian coordinates of the particles. In Lean it is a real function on pairs, with `x (i, k)` the k-th coordinate of particle i. Dilation by s, written `s • x`, multiplies every coordinate by s.

```lean
/-- Configurations of `N` particles in `d` dimensions, listed by Cartesian coordinates. -/
abbrev Config (N d : ℕ) := Fin N × Fin d → ℝ
```

The box is the set of x with 0 ≤ x(i, k) ≤ L for all i and k. The closed interval `Set.Icc` is taken in the componentwise order, so it is the cube [0, L]^(dN). One corner sits at the origin, the point about which dilation acts.

```lean
/-- The configurations with every coordinate between `0` and `L`. -/
def box (N d : ℕ) (L : ℝ) : Set (Config N d) := Set.Icc 0 (fun _ => L)
```

## An energy without a length scale of its own

The hypothesis on U has three parts: measurability, nonnegativity and

U(s x) = s^(−n) U(x) for s > 0, x ≠ 0.

The last condition stands for an interaction in which no length is singled out. A fixed cutoff radius, or an attractive term with a different power, would generally break it. The physical case is n > 0, a repulsion that weakens with distance, but the argument works for any real n and Lean does not restrict its sign.

Nothing is required of the scaling at x = 0, where all particles sit at one corner of the box. The values of U are real numbers, so an infinite energy has to be replaced by some finite value.

```lean
/-- A nonnegative measurable potential energy that is homogeneous of degree `-n`
away from the origin of configuration space. -/
structure IsInversePower {N d : ℕ} (n : ℝ) (U : Config N d → ℝ) : Prop where
  measurable : Measurable U
  nonneg : ∀ x, 0 ≤ U x
  scaling : ∀ s : ℝ, 0 < s → ∀ x, x ≠ 0 → U (s • x) = s ^ (-n) * U x
```

## The configuration integral and the mean energy

The configuration integral is

Z(L, β) = ∫ over [0, L]^(dN) of exp(−β U(x)) dx,

with Lebesgue measure on the coordinates. The factor 1/N! and the thermal wavelengths of the full partition function are left out. The walls are hard. Periodic images are not covered, because U is one fixed function of x that does not change with L.

```lean
/-- The configuration integral `Z(L, β)` over the box of side `L`. -/
def configIntegral {N d : ℕ} (U : Config N d → ℝ) (L β : ℝ) : ℝ :=
  ∫ x in box N d L, Real.exp (-(β * U x))
```

The canonical mean of the energy, measured in units of k_B T, is

β⟨U⟩ = (1/Z) ∫ β U exp(−β U) dx.

```lean
/-- The canonical mean of the potential energy in units of the temperature, `β⟨U⟩`. -/
def thermalEnergy {N d : ℕ} (U : Config N d → ℝ) (L β : ℝ) : ℝ :=
  (∫ x in box N d L, β * U x * Real.exp (-(β * U x))) / configIntegral U L β
```

## The soft-sphere pair energy

The standard example is built from the distances r_ij between particles,

r_ij = √(Σ_k (x(i, k) − x(j, k))²).

```lean
/-- The distance between particles `i` and `j`. -/
def separation {N d : ℕ} (x : Config N d) (i j : Fin N) : ℝ :=
  √(∑ k, (x (i, k) - x (j, k)) ^ 2)
```

With strength ε and diameter σ, the energy is

U(x) = ε Σ_{i<j} (σ / r_ij)^n.

The inner sum over `Finset.Ioi i` runs over j > i, so each pair is counted once. For n > 0, Lean's convention for division by zero gives a coincident pair zero energy instead of an infinite one; such configurations have zero volume and do not affect the integrals.

```lean
/-- The soft-sphere energy: the sum of `ε (σ / r) ^ n` over all pairs of particles. -/
def softSphere {N d : ℕ} (ε σ n : ℝ) (x : Config N d) : ℝ :=
  ε * ∑ i, ∑ j ∈ Finset.Ioi i, (σ / separation x i j) ^ n
```

## Dilating the box

A point y lies in the dilated box exactly when y/s lies in the original one. Coordinate by coordinate,

0 ≤ y/s ≤ L if and only if 0 ≤ y ≤ s L,

because s > 0. Hence s · [0, L]^(dN) = [0, s L]^(dN). The proof passes to `s⁻¹ • y` and treats the two inequalities separately.

```lean
variable {N d : ℕ} {n : ℝ} {U : Config N d → ℝ}

/-- Dilating the box of side `L` by a factor `s` gives the box of side `s L`. -/
theorem smul_box {s : ℝ} (hs : 0 < s) (L : ℝ) : s • box N d L = box N d (s * L) := by
  ext y
  rw [Set.mem_smul_set_iff_inv_smul_mem₀ hs.ne']
  simp only [box, Set.mem_Icc, Pi.le_def, Pi.smul_apply, smul_eq_mul, Pi.zero_apply]
  refine and_congr (forall_congr' fun i => ?_) (forall_congr' fun i => ?_)
  · exact mul_nonneg_iff_of_pos_left (inv_pos.2 hs)
  · exact inv_mul_le_iff₀ hs
```

## Change of variables

Suppose g(s x) = h(x) for all x ≠ 0. Substituting y = s x gives dy = s^(dN) dx, and so

∫ over [0, s L]^(dN) of g(y) dy = s^(dN) ∫ over [0, L]^(dN) of g(s x) dx = s^(dN) ∫ over [0, L]^(dN) of h(x) dx.

The last step ignores the origin, which is allowed because a single point has zero volume when dN ≥ 1. In Lean, `h0` obtains this by viewing the origin as a box with sides of length zero, and `hcongr` then replaces g(s x) by h(x) almost everywhere. The exponent of the Jacobian is the dimension of configuration space, computed in `hfin`. Mathlib's substitution formula, `key`, carries the inverse Jacobian on the other side, and the final line multiplies it across.

The conditions `[NeZero N]` and `[NeZero d]` say that there is at least one particle and at least one dimension. Without coordinates, configuration space would be the single point x = 0 with volume 1, and Z would equal exp(−β U(0)). This changes with β whenever U(0) > 0, so the scaling law would fail for every n ≠ 0.

```lean
/-- If `g` at the dilated configuration equals `h` at the original one, except perhaps at the
origin, their integrals over the dilated and original boxes differ by the factor `s ^ (d N)`. -/
theorem integral_box_scaling [NeZero N] [NeZero d] {g h : Config N d → ℝ} {s : ℝ}
    (hs : 0 < s) (L : ℝ) (hgh : ∀ x, x ≠ 0 → g (s • x) = h x) :
    ∫ y in box N d (s * L), g y = s ^ (d * N) * ∫ x in box N d L, h x := by
  -- the origin has zero volume
  have h0 : volume ({0} : Set (Config N d)) = 0 := by
    rw [← Set.Icc_self, Real.volume_Icc_pi]
    exact Finset.prod_eq_zero (Finset.mem_univ ((0 : Fin N), (0 : Fin d))) (by simp)
  have hae : ∀ᵐ x ∂(volume : Measure (Config N d)), x ≠ 0 := compl_mem_ae_iff.2 h0
  have hcongr : ∫ x in box N d L, g (s • x) = ∫ x in box N d L, h x := by
    apply integral_congr_ae
    filter_upwards [ae_restrict_of_ae hae] with x hx
    exact hgh x hx
  have hfin : Module.finrank ℝ (Config N d) = d * N :=
    (Module.finrank_fintype_fun_eq_card ℝ).trans (by simp [mul_comm])
  -- change of variables y = s x
  have key := Measure.setIntegral_comp_smul_of_pos
    (volume : Measure (Config N d)) g (box N d L) hs
  rw [smul_box hs, hcongr, hfin, smul_eq_mul] at key
  rw [key, mul_inv_cancel_left₀ (pow_pos hs _).ne']
```

## The exponent does not change

At corresponding configurations the two scalings compensate:

s^n β U(s x) = s^n β s^(−n) U(x) = β U(x).

Here `s ^ n` is a real power, whereas `s ^ (d * N)` in the Jacobian has a natural-number exponent. The proof inserts the homogeneity of U and uses s^n · (s^n)⁻¹ = 1, multiplied by β U(x).

```lean
/-- Away from the origin of configuration space, the product `β U` is unchanged when lengths scale
by `s` and `β` by `s ^ n`. -/
theorem reduced_energy_invariant (hU : IsInversePower n U) {s : ℝ} (hs : 0 < s) (β : ℝ)
    {x : Config N d} (hx : x ≠ 0) : s ^ n * β * U (s • x) = β * U x := by
  have h1 := mul_inv_cancel₀ (Real.rpow_pos_of_pos hs n).ne'
  rw [hU.scaling s hs x hx, Real.rpow_neg hs.le]
  linear_combination β * U x * h1
```

## The integral is finite and positive

Since β U ≥ 0,

0 < exp(−β U(x)) ≤ 1.

The box has finite volume, so the Boltzmann factor is integrable and Z ≤ L^(dN). The volume is also positive, and a strictly positive integrand over a set of positive volume has a positive integral. Thus Z > 0.

In the proof, `hint` compares the Boltzmann factor with the constant 1, `hvol` shows that the volume is not zero, and `integral_exp_pos` gives the sign. The theorem states integrability together with positivity, so Z is a genuine integral.

```lean
/-- The Boltzmann factor is integrable over the box, and the configuration integral is
strictly positive. -/
theorem configIntegral_pos (hU : IsInversePower n U) {L β : ℝ} (hL : 0 < L) (hβ : 0 < β) :
    IntegrableOn (fun x => Real.exp (-(β * U x))) (box N d L) ∧
      0 < configIntegral U L β := by
  have hmeas : Measurable fun x => Real.exp (-(β * U x)) :=
    Real.measurable_exp.comp (hU.measurable.const_mul β).neg
  have hone : IntegrableOn (fun _ : Config N d => (1 : ℝ)) (box N d L) :=
    continuous_const.continuousOn.integrableOn_compact isCompact_Icc
  -- the Boltzmann factor is at most one because the energy is nonnegative
  have hint : IntegrableOn (fun x => Real.exp (-(β * U x))) (box N d L) := by
    refine Integrable.mono' hone hmeas.aestronglyMeasurable (ae_of_all _ fun x => ?_)
    rw [Real.norm_eq_abs, abs_of_pos (Real.exp_pos _), Real.exp_le_one_iff]
    exact neg_nonpos.2 (mul_nonneg hβ.le (hU.nonneg x))
  have hvol : volume (box N d L) ≠ 0 := by
    rw [box, Real.volume_Icc_pi]
    exact Finset.prod_ne_zero_iff.2 fun i _ => by simp [hL]
  have : NeZero ((volume : Measure (Config N d)).restrict (box N d L)) :=
    ⟨fun h => hvol (Measure.restrict_eq_zero.1 h)⟩
  exact ⟨hint, integral_exp_pos hint⟩
```

## The scaling law

Take g(y) = exp(−s^n β U(y)) and h(x) = exp(−β U(x)). The invariance of the exponent gives g(s x) = h(x) away from the origin, and the change of variables yields

Z(s L, s^n β) = ∫ over [0, s L]^(dN) of g(y) dy = s^(dN) ∫ over [0, L]^(dN) of h(x) dx = s^(dN) Z(L, β).

The Lean proof is this combination of the earlier lemmas, with positivity as the first half of the statement.

```lean
/-- **Soft-sphere scaling law.** The configuration integral is positive and satisfies
`Z(s L, s ^ n β) = s ^ (d N) Z(L, β)`. -/
theorem configIntegral_scaling [NeZero N] [NeZero d] (hU : IsInversePower n U)
    {L β s : ℝ} (hL : 0 < L) (hβ : 0 < β) (hs : 0 < s) :
    0 < configIntegral U L β ∧
      configIntegral U (s * L) (s ^ n * β) = s ^ (d * N) * configIntegral U L β := by
  refine ⟨(configIntegral_pos hU hL hβ).2, integral_box_scaling hs L fun x hx => ?_⟩
  rw [reduced_energy_invariant hU hs β hx]
```

## One parameter in place of two

Apply the law to a box of side 1 at inverse temperature L^(−n) β, with dilation factor L. The new side is L and the new inverse temperature is L^n L^(−n) β = β, so

Z(L, β) = L^(dN) Z(1, L^(−n) β).

At fixed N, the non-trivial part of Z depends only on L^(−n) β. In terms of the number density ρ = N/L^d, this combination is proportional to β ρ^(n/d). The Lean proof makes the same substitution and simplifies the powers of L.

```lean
/-- Apart from the factor `L ^ (d N)`, the configuration integral depends on side length and
temperature only through the combination `L ^ (-n) β`. -/
theorem configIntegral_one_parameter [NeZero N] [NeZero d] (hU : IsInversePower n U)
    {L β : ℝ} (hL : 0 < L) (hβ : 0 < β) :
    configIntegral U L β = L ^ (d * N) * configIntegral U 1 (L ^ (-n) * β) := by
  have h := (configIntegral_scaling hU one_pos
    (mul_pos (Real.rpow_pos_of_pos hL (-n)) hβ) hL).2
  rwa [mul_one, ← mul_assoc, ← Real.rpow_add hL, add_neg_cancel, Real.rpow_zero,
    one_mul] at h
```

## Mean energy at corresponding state points

The integrand β U exp(−β U) depends on the configuration only through β U, so it obeys the same change of variables:

∫ over [0, s L]^(dN) of s^n β U exp(−s^n β U) dy = s^(dN) ∫ over [0, L]^(dN) of β U exp(−β U) dx.

Dividing by Z(s L, s^n β) = s^(dN) Z(L, β) cancels the Jacobian, and β⟨U⟩ is the same at (L, β) and (s L, s^n β). The numerator is finite because t exp(−t) ≤ 1/e for t ≥ 0, a bound used here for interpretation and not needed for the equality in Lean. There `hnum` is the scaling of the numerator, and the last rewrite cancels the common factor.

```lean
/-- The mean potential energy in thermal units, `β⟨U⟩`, is the same at the state points
`(L, β)` and `(s L, s ^ n β)`. -/
theorem thermalEnergy_invariant [NeZero N] [NeZero d] (hU : IsInversePower n U)
    {L β s : ℝ} (hL : 0 < L) (hβ : 0 < β) (hs : 0 < s) :
    thermalEnergy U (s * L) (s ^ n * β) = thermalEnergy U L β := by
  have hnum : ∫ y in box N d (s * L), s ^ n * β * U y * Real.exp (-(s ^ n * β * U y)) =
      s ^ (d * N) * ∫ x in box N d L, β * U x * Real.exp (-(β * U x)) :=
    integral_box_scaling hs L fun x hx => by rw [reduced_energy_invariant hU hs β hx]
  -- the Jacobian cancels between numerator and denominator
  rw [thermalEnergy, thermalEnergy, hnum, (configIntegral_scaling hU hL hβ hs).2,
    mul_div_mul_left _ _ (pow_pos hs _).ne']
```

## Soft spheres satisfy the hypotheses

Let ε ≥ 0 and σ ≥ 0. The pair energy is measurable because distances are continuous functions of x and the remaining operations preserve measurability. It is nonnegative because every term is. Under dilation,

r_ij(s x) = √(s² Σ_k (x(i, k) − x(j, k))²) = s r_ij(x),

(σ / r_ij(s x))^n = s^(−n) (σ / r_ij(x))^n.

Summing over pairs and multiplying by ε gives U(s x) = s^(−n) U(x). In the proof, `hd` is the scaling of distances and `ht` that of a single pair term; the common factor is then taken out of the sums. For N = 1 there are no pairs, U = 0, and the scaling law reduces to that of the volume, Z = L^d.

```lean
/-- The soft-sphere pair energy with nonnegative strength `ε` and diameter `σ` is measurable,
nonnegative and homogeneous of degree `-n`. -/
theorem softSphere_witness {ε σ : ℝ} (hε : 0 ≤ ε) (hσ : 0 ≤ σ) (n : ℝ) :
    IsInversePower n (softSphere ε σ n : Config N d → ℝ) := by
  have hsep : ∀ (x : Config N d) i j, 0 ≤ separation x i j := fun x i j => Real.sqrt_nonneg _
  refine ⟨?_, fun x => ?_, fun s hs x _ => ?_⟩
  · have hm : ∀ i j, Measurable fun x : Config N d => separation x i j := by
      intro i j
      have hc : Continuous fun x : Config N d => separation x i j := by
        unfold separation
        fun_prop
      exact hc.measurable
    unfold softSphere
    refine Measurable.const_mul ?_ ε
    refine Finset.measurable_fun_sum _ fun i _ => Finset.measurable_fun_sum _ fun j _ => ?_
    exact ((hm i j).const_div σ).pow_const n
  · exact mul_nonneg hε (Finset.sum_nonneg fun i _ => Finset.sum_nonneg fun j _ =>
      Real.rpow_nonneg (div_nonneg hσ (hsep x i j)) n)
  · -- every distance is multiplied by s
    have hd : ∀ i j, separation (s • x) i j = s * separation x i j := by
      intro i j
      have h2 : ∑ k, ((s • x) (i, k) - (s • x) (j, k)) ^ 2 =
          s ^ 2 * ∑ k, (x (i, k) - x (j, k)) ^ 2 := by
        rw [Finset.mul_sum]
        refine Finset.sum_congr rfl fun k _ => ?_
        simp only [Pi.smul_apply, smul_eq_mul]
        ring
      rw [separation, h2, Real.sqrt_mul (sq_nonneg s), Real.sqrt_sq hs.le, separation]
    have ht : ∀ i j, (σ / separation (s • x) i j) ^ n =
        s ^ (-n) * (σ / separation x i j) ^ n := by
      intro i j
      have h3 : σ / (s * separation x i j) = s⁻¹ * (σ / separation x i j) := by ring
      rw [hd, h3, Real.mul_rpow (inv_nonneg.2 hs.le) (div_nonneg hσ (hsep x i j)),
        Real.inv_rpow hs.le, ← Real.rpow_neg hs.le]
    unfold softSphere
    simp_rw [ht, ← Finset.mul_sum]
    exact mul_left_comm _ _ _

end

end SoftSphereScaling
```

```lean
#print axioms SoftSphereScaling.configIntegral_scaling
#print axioms SoftSphereScaling.configIntegral_one_parameter
#print axioms SoftSphereScaling.thermalEnergy_invariant
```

```
'SoftSphereScaling.configIntegral_scaling' depends on axioms: [propext, Classical.choice, Quot.sound]
'SoftSphereScaling.configIntegral_one_parameter' depends on axioms: [propext, Classical.choice, Quot.sound]
'SoftSphereScaling.thermalEnergy_invariant' depends on axioms: [propext, Classical.choice, Quot.sound]
```
